# A continuous Gaussian chain's form factor is the Debye function, lies above the Guinier line and has a Kratky plateau

**Q.** What does the formal statement take as the chain: a set of monomers, a random walk, or just Debye's formula?

**A.** A continuous contour with a given pair correlation. Positions \(s,t\in[0,1]\) label fractions of the contour length. Here "ideal chain" means the continuous Gaussian chain: if its radius of gyration is \(R\), the vector between two such positions is Gaussian with mean square \(6R^2|s-t|\). Averaging the phase factor at wavenumber \(q\) gives \(\exp(-q^2R^2|s-t|)\). With \(x=(qR)^2\), the form factor is the average over all pairs,
\[
P(x)=\int_0^1\!\!\int_0^1 e^{-x|s-t|}\,dt\,ds .
\]

```lean
import Mathlib

open Filter Topology

namespace IdealChainScattering

noncomputable section

/-- Form factor of an ideal chain: the pair correlation `exp (-x |s - t|)` averaged over all
pairs of contour positions `s`, `t` in `[0, 1]`, where `x` is the squared product of
wavenumber and radius of gyration. -/
def chainFormFactor (x : ℝ) : ℝ :=
  ∫ s in (0 : ℝ)..1, ∫ t in (0 : ℝ)..1, Real.exp (-x * |s - t|)
```

**Q.** So the Gaussian statistics are assumed?

**A.** Yes. The file starts from the exponential correlation and doesn't derive it from a random walk. That correlation stands for a long, flexible chain without excluded volume. The factor 6 is consistent with the name of \(R\): half the mean square distance over all pairs is \(3R^2\) times the average of \(|s-t|\), which is \(1/3\), and this gives \(R^2\).

The closed form has a separate definition, so that its equality with the integral is a theorem:

```lean
/-- The Debye function `2 (exp (-x) - 1 + x) / x ^ 2`, for `x ≠ 0`. -/
def debye (x : ℝ) : ℝ := 2 * (Real.exp (-x) - 1 + x) / x ^ 2
```

At \(x=0\) the integral is 1, but Lean's division by zero makes `debye 0` equal to 0, so the equality is stated for `x ≠ 0`.

**Q.** Show me the integral, then. The absolute value has a kink at \(t=s\).

**A.** Split the inner integral there. Before the monomer at \(s\), and after it, we have
\[
\int_0^s e^{-x(s-t)}dt=\frac{1-e^{-xs}}{x},\qquad
\int_s^1 e^{-x(t-s)}dt=\frac{1-e^{-x(1-s)}}{x}.
\]
The sum is the correlation of one monomer with the whole chain. Both pieces use one antiderivative, with rate \(c=x\) or \(c=-x\):

```lean
/-- For `c ≠ 0`, an antiderivative of the exponential `exp (c (t - s))` in `t` is the same
exponential divided by `c`. -/
lemma hasDerivAt_exp_div {c : ℝ} (hc : c ≠ 0) (s t : ℝ) :
    HasDerivAt (fun t => Real.exp (c * (t - s)) / c) (Real.exp (c * (t - s))) t := by
  have h := ((((hasDerivAt_id' t).sub_const s).const_mul c).exp).div_const c
  refine h.congr_deriv ?_
  rw [mul_one]
  exact mul_div_cancel_right₀ _ hc
```

In the next theorem, `h1` and `h2` are the two integrals. In each, `integral_congr` removes the absolute value on the interval where its sign is known, and `integral_add_adjacent_intervals` joins the parts. The hypothesis `hs` says that the monomer lies on the chain.

```lean
/-- The correlations of one monomer at contour position `s` in `[0, 1]` with the whole chain, for
`x ≠ 0`: two, less one exponential for each chain end, all divided by `x`. -/
theorem monomer_correlation {x s : ℝ} (hx : x ≠ 0) (hs : s ∈ Set.Icc (0 : ℝ) 1) :
    ∫ t in (0 : ℝ)..1, Real.exp (-x * |s - t|)
      = (2 - Real.exp (-x * s) - Real.exp (-x * (1 - s))) / x := by
  have hint : ∀ a b : ℝ, IntervalIntegrable (fun t => Real.exp (-x * |s - t|))
      MeasureTheory.volume a b := fun a b =>
    Continuous.intervalIntegrable (by fun_prop) a b
  -- the part of the chain before the monomer
  have h1 : ∫ t in (0 : ℝ)..s, Real.exp (-x * |s - t|) = (1 - Real.exp (-x * s)) / x := by
    have hc : ∫ t in (0 : ℝ)..s, Real.exp (-x * |s - t|)
        = ∫ t in (0 : ℝ)..s, Real.exp (x * (t - s)) := by
      apply intervalIntegral.integral_congr
      intro t ht
      rw [Set.uIcc_of_le hs.1] at ht
      change Real.exp (-x * |s - t|) = Real.exp (x * (t - s))
      rw [abs_of_nonneg (sub_nonneg.2 ht.2)]
      congr 1
      ring
    rw [hc, intervalIntegral.integral_eq_sub_of_hasDerivAt
      (fun t _ => hasDerivAt_exp_div hx s t)
      (Continuous.intervalIntegrable (by fun_prop) _ _)]
    rw [show x * (s - s) = 0 by ring, show x * (0 - s) = -x * s by ring, Real.exp_zero]
    ring
  -- the part of the chain after the monomer
  have h2 : ∫ t in s..1, Real.exp (-x * |s - t|) = (1 - Real.exp (-x * (1 - s))) / x := by
    have hc : ∫ t in s..1, Real.exp (-x * |s - t|)
        = ∫ t in s..1, Real.exp (-x * (t - s)) := by
      apply intervalIntegral.integral_congr
      intro t ht
      rw [Set.uIcc_of_le hs.2] at ht
      change Real.exp (-x * |s - t|) = Real.exp (-x * (t - s))
      rw [abs_sub_comm, abs_of_nonneg (sub_nonneg.2 ht.1)]
    rw [hc, intervalIntegral.integral_eq_sub_of_hasDerivAt
      (fun t _ => hasDerivAt_exp_div (neg_ne_zero.2 hx) s t)
      (Continuous.intervalIntegrable (by fun_prop) _ _)]
    rw [show -x * (s - s) = 0 by ring, Real.exp_zero, div_neg, div_neg]
    ring
  rw [← intervalIntegral.integral_add_adjacent_intervals (hint 0 s) (hint s 1), h1, h2]
  ring
```

**Q.** And the average over \(s\)?

**A.** Each exponential integrates to \((1-e^{-x})/x\), so
\[
P(x)=\frac1x\left(2-\frac{2(1-e^{-x})}{x}\right)=\frac{2(e^{-x}-1+x)}{x^2}.
\]
The formal proof inserts the monomer correlation as `hc`, supplies an antiderivative in \(s\) as `hF`, and evaluates it at the two ends.

```lean
/-- The form factor of an ideal chain is the Debye function, for `x ≠ 0`. -/
theorem chainFormFactor_eq_debye {x : ℝ} (hx : x ≠ 0) : chainFormFactor x = debye x := by
  have hc : chainFormFactor x = ∫ s in (0 : ℝ)..1,
      (2 - Real.exp (-x * (s - 0)) - Real.exp (x * (s - 1))) / x := by
    apply intervalIntegral.integral_congr
    intro s hs
    rw [Set.uIcc_of_le zero_le_one] at hs
    change ∫ t in (0 : ℝ)..1, Real.exp (-x * |s - t|)
      = (2 - Real.exp (-x * (s - 0)) - Real.exp (x * (s - 1))) / x
    rw [monomer_correlation hx hs, show -x * (1 - s) = x * (s - 1) by ring, sub_zero]
  have hF : ∀ s : ℝ, HasDerivAt
      (fun s => (2 * s - Real.exp (-x * (s - 0)) / (-x) - Real.exp (x * (s - 1)) / x) / x)
      ((2 - Real.exp (-x * (s - 0)) - Real.exp (x * (s - 1))) / x) s := fun s =>
    (((((hasDerivAt_id' s).const_mul 2).fun_sub
      (hasDerivAt_exp_div (neg_ne_zero.2 hx) 0 s)).fun_sub
      (hasDerivAt_exp_div hx 1 s)).div_const x).congr_deriv (by rw [mul_one])
  rw [hc, intervalIntegral.integral_eq_sub_of_hasDerivAt (fun s _ => hF s)
    (Continuous.intervalIntegrable (by fun_prop) _ _), debye]
  rw [show -x * ((1 : ℝ) - 0) = -x by ring, show x * ((1 : ℝ) - 1) = 0 by ring,
    show -x * ((0 : ℝ) - 0) = 0 by ring, show x * ((0 : ℝ) - 1) = -x by ring, Real.exp_zero]
  generalize Real.exp (-x) = e
  field_simp
  ring
```

**Q.** Now the Guinier line, \(1-x/3\). A Taylor expansion gives it near zero, but you claim an inequality for every positive \(x\).

**A.** That takes bounds on the exponential which hold for all \(x>0\):
\[
1-x+\tfrac{x^2}{2}-\tfrac{x^3}{6}<e^{-x}<1-x+\tfrac{x^2}{2}-\tfrac{x^3}{6}+\tfrac{x^4}{24}.
\]
Start with a quadratic upper bound. For \(y>0\) we have \(e^y\ge 1+y+y^2/2\), and
\[
\left(1+y+\tfrac{y^2}{2}\right)\left(1-y+\tfrac{y^2}{2}\right)=1+\tfrac{y^4}{4}>1 .
\]
If \(e^{-y}\) were at least \(1-y+y^2/2\), which is positive, then \(e^ye^{-y}=1\) would be at least \(1+y^4/4\). This is impossible, so \(e^{-y}<1-y+y^2/2\).

For the cubic lower bound, let \(g(y)=e^{-y}-(1-y+y^2/2-y^3/6)\). Then \(g(0)=0\), and \(g'(y)=1-y+y^2/2-e^{-y}\) is positive for \(y>0\) by the quadratic bound. Hence \(g(x)>0\).

The quartic upper bound repeats the product argument. The fourth-order partial sum of \(e^x\), times the same polynomial at \(-x\), is
\[
1+\tfrac{x^6}{72}+\tfrac{x^8}{576}>1 .
\]

In the code, `quad` is the quadratic bound, `strictMonoOn_of_deriv_pos` handles \(g\), and `by_contra` opens both product arguments. The calls to `nlinarith` check that the polynomials are nonnegative and that the products exceed 1.

```lean
/-- For `x > 0` the decaying exponential lies strictly between its Taylor polynomials of
third and fourth order. -/
lemma exp_neg_taylor_bounds {x : ℝ} (hx : 0 < x) :
    1 - x + x ^ 2 / 2 - x ^ 3 / 6 < Real.exp (-x) ∧
      Real.exp (-x) < 1 - x + x ^ 2 / 2 - x ^ 3 / 6 + x ^ 4 / 24 := by
  -- second-order upper bound, from the partial sum of `exp y`
  have quad : ∀ y : ℝ, 0 < y → Real.exp (-y) < 1 - y + y ^ 2 / 2 := by
    intro y hy
    by_contra hcon
    have h := mul_le_mul (Real.quadratic_le_exp_of_nonneg hy.le) (not_lt.1 hcon)
      (by nlinarith [sq_nonneg (y - 1)]) (Real.exp_pos y).le
    rw [← Real.exp_add, add_neg_cancel, Real.exp_zero] at h
    nlinarith [pow_pos hy 4]
  constructor
  · -- the difference vanishes at zero and increases
    have hd : ∀ y : ℝ, HasDerivAt
        (fun y => Real.exp (-y) - (1 - y + y ^ 2 / 2 - y ^ 3 / 6))
        (1 - y + y ^ 2 / 2 - Real.exp (-y)) y := fun y =>
      ((hasDerivAt_id' y).fun_neg.exp.fun_sub
        ((((hasDerivAt_id' y).const_sub 1).fun_add
          ((hasDerivAt_pow 2 y).div_const 2)).fun_sub
          ((hasDerivAt_pow 3 y).div_const 6))).congr_deriv (by norm_num; ring)
    have hmono := strictMonoOn_of_deriv_pos (convex_Ici (0 : ℝ))
      (fun y _ => (hd y).continuousAt.continuousWithinAt) (fun y hy => by
        rw [interior_Ici] at hy
        rw [(hd y).deriv]
        linarith [quad y hy])
    have h := hmono (Set.mem_Ici.2 le_rfl) (Set.mem_Ici.2 hx.le) hx
    norm_num at h
    linarith
  · by_contra hcon
    have hS : 1 + x + x ^ 2 / 2 + x ^ 3 / 6 + x ^ 4 / 24 ≤ Real.exp x := by
      have h := Real.sum_le_exp_of_nonneg hx.le 5
      norm_num [Finset.sum_range_succ, Nat.factorial] at h
      linarith
    have h := mul_le_mul hS (not_lt.1 hcon)
      (by nlinarith [sq_nonneg (x * (x - 2)), sq_nonneg (x - 3 / 2)]) (Real.exp_pos x).le
    rw [← Real.exp_add, add_neg_cancel, Real.exp_zero] at h
    nlinarith [pow_pos hx 6, pow_pos hx 8]
```

**Q.** And these give the Guinier bounds directly?

**A.** Add \(x-1\) throughout and multiply by \(2/x^2\):
\[
1-\frac x3<P(x)<1-\frac x3+\frac{x^2}{12}\qquad(x>0).
\]
The proof does the same after replacing `chainFormFactor` by `debye` and clearing the denominator.

```lean
/-- For `x > 0` the Guinier line `1 - x / 3` strictly underestimates the form factor of an
ideal chain, by less than `x ^ 2 / 12`. -/
theorem guinier_bounds {x : ℝ} (hx : 0 < x) :
    1 - x / 3 < chainFormFactor x ∧ chainFormFactor x < 1 - x / 3 + x ^ 2 / 12 := by
  obtain ⟨hl, hu⟩ := exp_neg_taylor_bounds hx
  rw [chainFormFactor_eq_debye hx.ne', debye]
  constructor
  · rw [lt_div_iff₀ (pow_pos hx 2)]
    nlinarith
  · rw [div_lt_iff₀ (pow_pos hx 2)]
    nlinarith
```

**Q.** For \(x\ge3\) the line isn't even positive. Is the lower bound saying anything there?

**A.** No; a positive integrand already gives it. The lower bound is informative for \(x<3\). The upper bound is informative for \(x<4\), since beyond that it is at least 1. Note also that the comparison is with the straight line, and not with the exponential \(e^{-x/3}\) often fitted to small-angle data.

**Q.** Give me a number.

**A.** Take \(x=1\), that is \(q=1/R\). Then \(P(1)=2e^{-1}\approx0.7358\). The line gives \(2/3\approx0.6667\), and the upper bound is \(2/3+1/12=0.75\). If you read the radius off the line at this one point, with the forward intensity known, you get \(3(1-0.7358)\approx0.793\) in place of 1 for the squared radius in units of \(R^2\). The radius comes out about 11% too small.

**Q.** But the slope at the origin is right?

**A.** Yes. Rearranging the bounds gives
\[
\frac13-\frac{x}{12}<\frac{1-P(x)}{x}<\frac13 ,
\]
and both sides tend to \(1/3\). In Lean, `𝓝[>] 0` means that \(x\) approaches zero from above, and the squeeze is `tendsto_of_tendsto_of_tendsto_of_le_of_le'`.

```lean
/-- The initial decay of the form factor has slope one third: `(1 - P(x)) / x` tends to
`1 / 3` as `x` tends to zero from above. -/
theorem guinier_slope :
    Tendsto (fun x => (1 - chainFormFactor x) / x) (𝓝[>] 0) (𝓝 (1 / 3)) := by
  have hlow : Tendsto (fun x : ℝ => 1 / 3 - x / 12) (𝓝[>] 0) (𝓝 (1 / 3)) := by
    have hc : Continuous (fun x : ℝ => 1 / 3 - x / 12) := by fun_prop
    have h := (hc.tendsto 0).mono_left (nhdsWithin_le_nhds (s := Set.Ioi 0))
    simpa using h
  refine tendsto_of_tendsto_of_tendsto_of_le_of_le' hlow tendsto_const_nhds ?_ ?_
  · filter_upwards [self_mem_nhdsWithin] with x hx
    have hx' : 0 < x := hx
    rw [le_div_iff₀ hx']
    nlinarith [(guinier_bounds hx').2]
  · filter_upwards [self_mem_nhdsWithin] with x hx
    have hx' : 0 < x := hx
    rw [div_le_iff₀ hx']
    linarith [(guinier_bounds hx').1]
```

**Q.** What about the other end of the curve?

**A.** Multiply the closed form by \(x\):
\[
xP(x)=2-\frac{2(1-e^{-x})}{x}.
\]
Since \(0<1-e^{-x}<1\) for \(x>0\), it follows that \(2-2/x<xP(x)<2\). The identity is `h` in the proof, and `h1` and `h2` bound the subtracted term.

```lean
/-- For `x > 0` the product of `x` and the form factor stays below `2`, by less than
`2 / x`. -/
theorem kratky_bounds {x : ℝ} (hx : 0 < x) :
    2 - 2 / x < x * chainFormFactor x ∧ x * chainFormFactor x < 2 := by
  have he : Real.exp (-x) < 1 := Real.exp_lt_one_iff.2 (by linarith)
  have hp := Real.exp_pos (-x)
  rw [chainFormFactor_eq_debye hx.ne', debye]
  generalize Real.exp (-x) = e at he hp ⊢
  have h : x * (2 * (e - 1 + x) / x ^ 2) = 2 - 2 * (1 - e) / x := by
    field_simp
    ring
  have h1 : 0 < 2 * (1 - e) / x := div_pos (by linarith) hx
  have h2 : 2 * (1 - e) / x < 2 / x := div_lt_div_of_pos_right (by linarith) hx
  rw [h]
  constructor <;> linarith
```

As \(x\) grows, the lower bound tends to 2, so \(xP(x)\) does too. Here `atTop` stands for growth without limit.

```lean
/-- The product of `x` and the form factor of an ideal chain tends to `2` as `x` grows. -/
theorem tendsto_mul_chainFormFactor :
    Tendsto (fun x => x * chainFormFactor x) atTop (𝓝 2) := by
  have hlow : Tendsto (fun x : ℝ => 2 - 2 / x) atTop (𝓝 2) := by
    have h := (tendsto_const_nhds (x := (2 : ℝ))).sub
      ((tendsto_const_nhds (x := (2 : ℝ))).div_atTop (tendsto_id (α := ℝ) (x := atTop)))
    simpa using h
  refine tendsto_of_tendsto_of_tendsto_of_le_of_le' hlow tendsto_const_nhds ?_ ?_
  · filter_upwards [eventually_gt_atTop 0] with x hx using (kratky_bounds hx).1.le
  · filter_upwards [eventually_gt_atTop 0] with x hx using (kratky_bounds hx).2.le
```

**Q.** An experimentalist plots against \(q\), not \(x\).

**A.** The last theorem restores the units. For fixed \(R>0\), \((qR)^2\) grows without limit as \(q\) does, and
\[
q^2P\big((qR)^2\big)=\frac{(qR)^2P\big((qR)^2\big)}{R^2}\longrightarrow\frac{2}{R^2}.
\]
In the proof, `hq` is the growth of \((qR)^2\), and composing it with the previous limit gives the plateau.

```lean
/-- Kratky plateau: for an ideal chain with radius of gyration `R > 0`, the form factor times
the squared wavenumber `q ^ 2` tends to `2 / R ^ 2` as `q` grows. -/
theorem kratky_plateau {R : ℝ} (hR : 0 < R) :
    Tendsto (fun q => q ^ 2 * chainFormFactor ((q * R) ^ 2)) atTop (𝓝 (2 / R ^ 2)) := by
  have hq : Tendsto (fun q : ℝ => (q * R) ^ 2) atTop atTop :=
    (tendsto_pow_atTop two_ne_zero).comp (tendsto_id.atTop_mul_const hR)
  refine ((tendsto_mul_chainFormFactor.comp hq).div_const (R ^ 2)).congr fun q => ?_
  change (q * R) ^ 2 * chainFormFactor ((q * R) ^ 2) / R ^ 2 = _
  generalize chainFormFactor ((q * R) ^ 2) = p
  field_simp

end

end IdealChainScattering
```

```lean
#print axioms IdealChainScattering.chainFormFactor_eq_debye
#print axioms IdealChainScattering.guinier_slope
#print axioms IdealChainScattering.kratky_plateau
```

```
'IdealChainScattering.chainFormFactor_eq_debye' depends on axioms: [propext, Classical.choice, Quot.sound]
'IdealChainScattering.guinier_slope' depends on axioms: [propext, Classical.choice, Quot.sound]
'IdealChainScattering.kratky_plateau' depends on axioms: [propext, Classical.choice, Quot.sound]
```

**Q.** A real polymer has a persistence length and monomers of finite size. Its Kratky plot doesn't stay flat forever.

**A.** Agreed. The limit \(q\to\infty\) belongs to the continuous Gaussian contour, which is ideal at every length scale. In a real chain a plateau can be expected only at wavenumbers well above \(1/R\) and well below the inverse of the length at which local stiffness or monomer structure shows. The model also describes a single chain length and a single chain's scattering, without excluded volume, polydispersity or correlations between chains.

**Q.** Where would I use it, then?

**A.** In a simulation of long, non-interacting ideal chains of one length, the bounds are a check on the computed form factor at wavenumbers well below the inverse of the bond length and of any persistence length, up to sampling error and a small discretisation error. If its values fall clearly below \(1-x/3\) at small \(x\), look first at the normalisation or at the value of \(R\).
